# For $e>0$, the squeezed-state energy $e\cosh t+D\sinh t$ has a minimum exactly when $|D|<e$

Q: Suppose I give an optimiser the energy $f(t)=e\cosh t+D\sinh t$ and let it choose the squeezing parameter $t$. If $D$ is slightly larger than $e$, the energy falls without end. At $D=e$ the failure is quieter: $f(t)=e\,\mathrm{e}^{t}$, so energy and gradient both tend to zero as $t\to-\infty$, and a run that stops on a small gradient reports convergence to a minimum that doesn't exist. I'd like to know where the boundary lies, but first, what physics does $f$ stand for?

A: Two bosonic modes $a,b$, each with energy $e>0$, coupled by a real pairing strength $D$:
$$H=e(a^\dagger a+b^\dagger b+1)+D(a^\dagger b^\dagger+ab).$$
The three operator combinations here generate su(1,1). Positive $e$ means that, without pairing, adding a boson costs energy. In the two-mode squeezed vacuum $\exp[\tfrac t2(a^\dagger b^\dagger-ab)]\,|0\rangle$ with real $t$, the first bracket has expectation value $\cosh t$ and the second $\sinh t$, so $\langle H\rangle=f(t)$, zero-point energy included.

Q: Then derive the three regimes by hand.

A: Let $g(t)=e\sinh t+D\cosh t$, which is $f'(t)$. In $f^2-g^2$ the cross terms cancel, leaving
$$f^2-g^2=(e^2-D^2)(\cosh^2t-\sinh^2t)=e^2-D^2.$$
In exponentials,
$$f(t)=\tfrac12\left[(e+D)\mathrm{e}^{t}+(e-D)\mathrm{e}^{-t}\right].$$
If $|D|\le e$, neither coefficient is negative, and they add up to $2e>0$, so $f>0$ everywhere.

Take $|D|<e$. Then $f^2=e^2-D^2+g^2\ge e^2-D^2$, and since $f>0$, $f\ge\sqrt{e^2-D^2}$. Equality holds exactly when $g=0$, that is, $\tanh t=-D/e$. Multiplying $g=0$ by $2\mathrm{e}^{t}$ gives $(e+D)\mathrm{e}^{2t}=e-D$, so
$$t=\tfrac12\ln\frac{e-D}{e+D}.$$

If $D=e$, then $f=e\,\mathrm{e}^{t}$, which is positive and comes arbitrarily close to zero. If $D>e$, put $t=-s$ with $s\ge0$ and use $\mathrm{e}^{-s}\le1$ and $\mathrm{e}^{s}\ge1+s$:
$$f(-s)\le\tfrac12\left[(e+D)-(D-e)(1+s)\right]\to-\infty .$$
Negative $D$ follows because $f$ is unchanged when $D$ and $t$ both change sign.

Q: I accept that. How much of the physics is in the Lean file?

A: The energy, the pair field and the matrix form of the squeezing. All quantities are real numbers.

```lean
import Mathlib

open Matrix

namespace SU11MeanField

noncomputable section
```

`meanEnergy e D t` is $f(t)$.

```lean
/-- The squeezed-state energy with mode energy `e`, pairing strength `D` and squeezing
parameter `t`. -/
def meanEnergy (e D t : ℝ) : ℝ := e * Real.cosh t + D * Real.sinh t
```

`pairField e D t` is $g(t)$, the pairing that survives the squeezing.

```lean
/-- The pair field left over after squeezing by `t`. -/
def pairField (e D t : ℝ) : ℝ := e * Real.sinh t + D * Real.cosh t
```

The Hamiltonian enters through its coefficient matrix in the basis $(a,b^\dagger)$.

```lean
/-- The Nambu matrix of two bosonic modes of energy `e` coupled by pairing `D`. -/
def nambu (e D : ℝ) : Matrix (Fin 2) (Fin 2) ℝ := !![e, D; D, e]
```

The squeezing is the hyperbolic Bogoliubov transformation. Its entries satisfy $\cosh^2-\sinh^2=1$, which is what preserves the boson commutators.

```lean
/-- The hyperbolic Bogoliubov matrix of a squeezing by `t`. -/
def squeeze (t : ℝ) : Matrix (Fin 2) (Fin 2) ℝ :=
  !![Real.cosh (t / 2), Real.sinh (t / 2); Real.sinh (t / 2), Real.cosh (t / 2)]
```

Q: So there is no Fock space, and no expectation value.

A: Correct. The step from operators to matrices is made by hand, and the file takes it as the model. With $N$ the coefficient matrix, $H=(a^\dagger,\,b)\,N\,(a,\,b^\dagger)^{\mathsf T}$. Writing $(a,b^\dagger)^{\mathsf T}=S(\alpha,\beta^\dagger)^{\mathsf T}$ with the squeezing matrix $S$ replaces $N$ by $SNS$. In the vacuum of $\alpha,\beta$ the only non-zero expectation value among the four products is $\langle\beta\beta^\dagger\rangle=1$, so $\langle H\rangle$ is the lower diagonal entry of $SNS$. The file does prove that the matrix transformation yields $f$ and $g$, so the energy function isn't merely declared. The squeezing matrix is symmetric, so multiplying by it on both sides is the congruence that a Bogoliubov transformation requires. The proof writes $\cosh t$ and $\sinh t$ in terms of $t/2$ and compares the four entries.

```lean
/-- Squeezing the Nambu matrix puts the mean-field energy on the diagonal and the residual
pair field off the diagonal. -/
theorem squeeze_nambu (e D t : ℝ) :
    squeeze t * nambu e D * squeeze t =
      !![meanEnergy e D t, pairField e D t; pairField e D t, meanEnergy e D t] := by
  -- the double-argument formulas turn half-parameters into t
  have hc : Real.cosh t = Real.cosh (t / 2) ^ 2 + Real.sinh (t / 2) ^ 2 := by
    rw [← Real.cosh_two_mul]
    congr 1
    ring
  have hs : Real.sinh t = 2 * Real.sinh (t / 2) * Real.cosh (t / 2) := by
    rw [← Real.sinh_two_mul]
    congr 1
    ring
  simp only [squeeze, nambu, Matrix.mul_fin_two, meanEnergy, pairField, hc, hs]
  ext i j
  fin_cases i <;> fin_cases j <;> simp <;> ring
```

Q: And what exactly do the final theorems say?

A: `mean_field_trichotomy` assumes $e>0$, takes any real $D$, and speaks about the set of all values of $f$, written `Set.range (meanEnergy e D)`. For $|D|<e$, `IsLeast` says that $\sqrt{e^2-D^2}$ is a lower bound and is itself a value of $f$. For $|D|=e$, `IsGLB` says that $0$ is the greatest lower bound, and a separate clause says that every value is positive, so the infimum isn't attained. For $|D|>e$, the negation of `BddBelow` says that no real number lies below all the energies. `exists_minimizer_iff` then states that a minimising $t$ exists if and only if $|D|<e$.

Q: Why not simply write down the infimum as a number?

A: That is another possible model, using Lean's `sInf`. But `sInf` of a real set that is unbounded below is $0$ by convention, so the critical and unstable regimes would both show the value $0$. The order-theoretic predicates keep them apart.

Q: What is left out?

A: Unequal mode energies, complex pairing, more than two modes, and interactions beyond the quadratic form. Also, $e$ and $D$ are fixed numbers here, whereas in a self-consistent mean-field theory they would depend on the state.

Q: Go through the proof, then. Is $g$ really the gradient?

A: Yes, by differentiating the two hyperbolic functions. The minimum itself is obtained without calculus, but this theorem identifies "stationary" with "no residual pairing".

```lean
/-- The derivative of the energy with respect to the squeezing parameter is the residual
pair field. -/
theorem hasDerivAt_meanEnergy (e D t : ℝ) :
    HasDerivAt (meanEnergy e D) (pairField e D t) t :=
  ((Real.hasDerivAt_cosh t).const_mul e).fun_add ((Real.hasDerivAt_sinh t).const_mul D)
```

The invariant comes next. `linear_combination` multiplies $\cosh^2t=\sinh^2t+1$ by $e^2-D^2$, as in the expansion by hand.

```lean
/-- The squared energy minus the squared pair field does not depend on the squeezing. -/
theorem energy_invariant (e D t : ℝ) :
    meanEnergy e D t ^ 2 - pairField e D t ^ 2 = e ^ 2 - D ^ 2 := by
  unfold meanEnergy pairField
  linear_combination (e ^ 2 - D ^ 2) * Real.cosh_sq t
```

Then the exponential form:

```lean
lemma meanEnergy_exp (e D t : ℝ) :
    meanEnergy e D t = ((e + D) * Real.exp t + (e - D) * Real.exp (-t)) / 2 := by
  rw [meanEnergy, Real.cosh_eq, Real.sinh_eq]
  ring
```

Positivity for $|D|\le e$ splits on the sign of $D$. For $D\ge0$ the coefficient $e+D$ is strictly positive; for $D\le0$ it is $e-D$.

```lean
/-- For `e > 0` and `|D| ≤ e`, the squeezed-state energy is positive for every `t`. -/
theorem meanEnergy_pos {e D : ℝ} (he : 0 < e) (hD : |D| ≤ e) (t : ℝ) :
    0 < meanEnergy e D t := by
  obtain ⟨h1, h2⟩ := abs_le.mp hD
  have hx := Real.exp_pos t
  have hy := Real.exp_pos (-t)
  rw [meanEnergy_exp]
  rcases le_total 0 D with h | h
  · have p := mul_pos (show 0 < e + D by linarith) hx
    have q := mul_nonneg (show 0 ≤ e - D by linarith) hy.le
    linarith
  · have p := mul_nonneg (show 0 ≤ e + D by linarith) hx.le
    have q := mul_pos (show 0 < e - D by linarith) hy
    linarith
```

Q: Where is the position of the minimum?

A: In a theorem of its own. It first shows that $g=0$ is equivalent to $\tanh t=-D/e$. The invariant then turns $f=\sqrt{e^2-D^2}$ into $g^2=0$, and positivity selects the right square root on the way back.

```lean
/-- For pairing weaker than the mode energy, the energy equals `√(e² - D²)` exactly when
`tanh t = -D / e`. -/
theorem energy_eq_sqrt_iff {e D : ℝ} (he : 0 < e) (hD : |D| < e) (t : ℝ) :
    meanEnergy e D t = Real.sqrt (e ^ 2 - D ^ 2) ↔ Real.tanh t = -D / e := by
  obtain ⟨h1, h2⟩ := abs_lt.mp hD
  have hnn : 0 ≤ e ^ 2 - D ^ 2 := by nlinarith
  have hinv := energy_invariant e D t
  have hg : pairField e D t = 0 ↔ Real.tanh t = -D / e := by
    rw [Real.tanh_eq_sinh_div_cosh, div_eq_div_iff (Real.cosh_pos t).ne' he.ne']
    unfold pairField
    constructor <;> intro h <;> linear_combination h
  rw [← hg]
  constructor
  · intro h
    rw [h, Real.sq_sqrt hnn] at hinv
    have h0 : pairField e D t ^ 2 = 0 := by linarith
    exact pow_eq_zero_iff (two_ne_zero) |>.mp h0
  · intro h
    have h0 : e ^ 2 - D ^ 2 = meanEnergy e D t ^ 2 := by
      rw [← hinv, h]
      ring
    rw [h0, Real.sqrt_sq (meanEnergy_pos he hD.le t).le]
```

That equivalence doesn't yet supply a solution. The next lemma does, with the logarithm found above; it multiplies $g$ by $\mathrm{e}^{t}$, shows that the product vanishes, and divides the exponential out.

```lean
lemma exists_stationary {e D : ℝ} (hD : |D| < e) : ∃ t, pairField e D t = 0 := by
  obtain ⟨h1, h2⟩ := abs_lt.mp hD
  have ha : 0 < e + D := by linarith
  have hb : 0 < e - D := by linarith
  -- choose t so that exp (2 t) = (e - D) / (e + D)
  refine ⟨Real.log ((e - D) / (e + D)) / 2, ?_⟩
  set t := Real.log ((e - D) / (e + D)) / 2 with ht
  have hsq : Real.exp t * Real.exp t = (e - D) / (e + D) := by
    rw [← Real.exp_add, ht, add_halves, Real.exp_log (div_pos hb ha)]
  have hmul : (e + D) * (Real.exp t * Real.exp t) = e - D := by
    rw [hsq]
    exact mul_div_cancel₀ _ ha.ne'
  have hinv : Real.exp t * Real.exp (-t) = 1 := by
    rw [← Real.exp_add, add_neg_cancel, Real.exp_zero]
  have hz : Real.exp t * pairField e D t = 0 := by
    rw [pairField, Real.cosh_eq, Real.sinh_eq]
    linear_combination hmul / 2 - (e - D) / 2 * hinv
  exact (mul_eq_zero.mp hz).resolve_left (Real.exp_pos t).ne'
```

The sign symmetry is one line.

```lean
lemma meanEnergy_neg (e D t : ℝ) : meanEnergy e (-D) (-t) = meanEnergy e D t := by
  simp [meanEnergy]
```

Q: And the two regimes without a minimum?

A: Each gets an explicit witness. At $D=e$, for a given $c>0$, the choice $t=\ln(c/2e)$ gives $f=c/2<c$.

```lean
lemma exists_small {e c : ℝ} (he : 0 < e) (hc : 0 < c) : ∃ t, meanEnergy e e t < c := by
  refine ⟨Real.log (c / (2 * e)), ?_⟩
  have h : e * (c / (2 * e)) = c / 2 := by field_simp
  rw [meanEnergy_exp, Real.exp_log (by positivity)]
  linarith
```

For $D>e$ and any target $c$, the lemma takes $s=(e+D+2|c|+1)/(D-e)$ and evaluates at $t=-s$. The two exponential bounds used by hand then give $f(-s)<c$.

```lean
lemma exists_below {e D : ℝ} (he : 0 < e) (hD : e < D) (c : ℝ) :
    ∃ t, meanEnergy e D t < c := by
  have hb : 0 < D - e := by linarith
  have ha : 0 < e + D := by linarith
  -- the growing exponential has coefficient e - D < 0
  obtain ⟨s, hs⟩ : ∃ s, s = (e + D + 2 * |c| + 1) / (D - e) := ⟨_, rfl⟩
  have hs0 : 0 ≤ s := by rw [hs]; positivity
  have hsb : s * (D - e) = e + D + 2 * |c| + 1 := by
    rw [hs]
    exact div_mul_cancel₀ _ hb.ne'
  have h1 : Real.exp (-s) ≤ 1 := Real.exp_le_one_iff.mpr (by linarith)
  have h2 := mul_le_mul_of_nonneg_left h1 ha.le
  have h3 := mul_le_mul_of_nonneg_left (Real.add_one_le_exp s) hb.le
  refine ⟨-s, ?_⟩
  rw [meanEnergy_exp, neg_neg]
  linarith [neg_abs_le c]
```

The main theorem assembles these parts. For $|D|<e$, the stationary point supplies attainment and $g^2\ge0$ supplies the lower bound. For $|D|=e$, a positive lower bound would contradict the small-energy witness. For $|D|>e$, any lower bound contradicts the witness below it. Negative $D$ is reduced to positive $D$ by the symmetry.

```lean
/-- For `e > 0`, the squeezed-state energy has minimum `√(e² - D²)` for `|D| < e`, has infimum zero
but only positive values for `|D| = e`, and is unbounded below for `|D| > e`. -/
theorem mean_field_trichotomy {e : ℝ} (he : 0 < e) (D : ℝ) :
    (|D| < e → IsLeast (Set.range (meanEnergy e D)) (Real.sqrt (e ^ 2 - D ^ 2))) ∧
    (|D| = e → IsGLB (Set.range (meanEnergy e D)) 0 ∧ ∀ t, 0 < meanEnergy e D t) ∧
    (e < |D| → ¬ BddBelow (Set.range (meanEnergy e D))) := by
  refine ⟨fun hD => ⟨?_, ?_⟩, fun hD => ⟨⟨?_, ?_⟩, meanEnergy_pos he hD.le⟩, ?_⟩
  · -- the minimum is reached where the pair field vanishes
    obtain ⟨t, ht⟩ := exists_stationary hD
    refine ⟨t, ?_⟩
    have h := energy_invariant e D t
    rw [← h, ht, zero_pow two_ne_zero, sub_zero, Real.sqrt_sq (meanEnergy_pos he hD.le t).le]
  · rintro _ ⟨t, rfl⟩
    refine Real.sqrt_le_iff.mpr ⟨(meanEnergy_pos he hD.le t).le, ?_⟩
    linarith [energy_invariant e D t, sq_nonneg (pairField e D t)]
  · rintro _ ⟨t, rfl⟩
    exact (meanEnergy_pos he hD.le t).le
  · intro c hc
    by_contra hn
    obtain ⟨t, ht⟩ := exists_small he (not_le.mp hn)
    rcases eq_or_eq_neg_of_abs_eq hD with h | h
    · rw [h] at hc
      exact absurd (hc ⟨t, rfl⟩) (not_le.mpr ht)
    · rw [h] at hc
      rw [← meanEnergy_neg] at ht
      exact absurd (hc ⟨-t, rfl⟩) (not_le.mpr ht)
  · rintro hD ⟨c, hc⟩
    rcases lt_abs.mp hD with h | h
    · obtain ⟨t, ht⟩ := exists_below he h c
      exact absurd (hc ⟨t, rfl⟩) (not_le.mpr ht)
    · obtain ⟨t, ht⟩ := exists_below he h c
      rw [← meanEnergy_neg, neg_neg] at ht
      exact absurd (hc ⟨-t, rfl⟩) (not_le.mpr ht)
```

The existence criterion follows by going through the three cases: a minimiser at $|D|=e$ would have positive energy and yet be a lower bound, although the greatest lower bound is zero, and a minimiser at $|D|>e$ would bound an unbounded set.

```lean
/-- For `e > 0`, some squeezing parameter minimises the squeezed-state energy exactly when `|D| <
e`. -/
theorem exists_minimizer_iff {e : ℝ} (he : 0 < e) (D : ℝ) :
    (∃ t₀, ∀ t, meanEnergy e D t₀ ≤ meanEnergy e D t) ↔ |D| < e := by
  obtain ⟨hlt, heq, hgt⟩ := mean_field_trichotomy he D
  constructor
  · rintro ⟨t₀, h⟩
    have hlb : meanEnergy e D t₀ ∈ lowerBounds (Set.range (meanEnergy e D)) := by
      rintro _ ⟨t, rfl⟩
      exact h t
    rcases lt_trichotomy (|D|) e with hD | hD | hD
    · exact hD
    · exact absurd ((heq hD).1.2 hlb) (not_le.mpr ((heq hD).2 t₀))
    · exact absurd ⟨_, hlb⟩ (hgt hD)
  · intro hD
    obtain ⟨⟨t₀, ht₀⟩, hmin⟩ := hlt hD
    exact ⟨t₀, fun t => ht₀.le.trans (hmin ⟨t, rfl⟩)⟩

end

end SU11MeanField
```

```lean
#print axioms SU11MeanField.squeeze_nambu
-- 'SU11MeanField.squeeze_nambu' depends on axioms: [propext, Classical.choice, Quot.sound]
#print axioms SU11MeanField.hasDerivAt_meanEnergy
-- 'SU11MeanField.hasDerivAt_meanEnergy' depends on axioms: [propext, Classical.choice, Quot.sound]
#print axioms SU11MeanField.energy_eq_sqrt_iff
-- 'SU11MeanField.energy_eq_sqrt_iff' depends on axioms: [propext, Classical.choice, Quot.sound]
#print axioms SU11MeanField.exists_minimizer_iff
-- 'SU11MeanField.exists_minimizer_iff' depends on axioms: [propext, Classical.choice, Quot.sound]
```

Q: Where would I meet this in an actual calculation?

A: In the random-phase approximation restricted to a single transition with real matrix elements $A=e$ and $B=D$, the excitation energy is $\sqrt{A^2-B^2}$, and $|B|<A$ is the stability condition. In code for the two-mode model, test $e-|D|>0$ before optimising. If the test passes, no iteration is needed: set $t=\tfrac12\ln[(e-D)/(e+D)]$ and evaluate the energy as $\sqrt{(e-D)(e+D)}$, a form that avoids subtracting two nearly equal squares close to the threshold. If it fails, report that no minimum exists, whatever the optimiser's convergence flag says: at $|D|=e$ the energy never reaches its infimum, and for $|D|>e$ it is unbounded below.
